# Importance sampling turns the imaginary-time Schrödinger equation into an equivalent drift-diffusion-branching equation where the trial function is smooth and nonzero

In diffusion Monte Carlo, a population of walkers moves through the configuration space of a quantum system. Each walker diffuses, and it is copied or removed at a rate set by the potential energy at its position. When an electron comes close to a nucleus, the potential is large and negative, walkers multiply quickly, and the population fluctuates strongly. Importance sampling uses a trial wave function to steer the walkers and to replace the potential in the branching rate by a quantity that can vary much less. The question is which equation the steered population has to obey if it is to carry the same information as the original Schrödinger equation.

## The equation for the product ψφ

Let x = (x₁, …, xₙ) collect all particle coordinates, in units where ħ and all masses are 1. Write ∂ᵢ for the derivative along xᵢ, ∇ for the gradient and Δ for the Laplacian in all n coordinates. The function φ(t,x) evolves in imaginary time t under the potential V(x):

∂φ/∂t = ½Δφ − (V − E_T)φ.

The constant E_T is the reference energy, a shift of the energy zero that is used in a simulation to keep the population size under control. Let ψ(x) be a real trial function that does not depend on time, and define

f = ψφ,  v = ∇ψ/ψ,  E_L = V − Δψ/(2ψ).

Here v is the drift velocity and E_L the local energy. Some texts work instead with the "quantum force" 2∇ψ/ψ, which is twice v.

The claim concerns one time t and one point x. Suppose that ψ and φ(t,·) are twice continuously differentiable near x and that ψ(x) ≠ 0. Then φ obeys the equation above at (t,x) if and only if f obeys

∂f/∂t = ½Δf − div(f v) − (E_L − E_T)f

there. Since only the neighbourhood of x matters, ψ may have nodes or cusps elsewhere.

To derive this, start with the diffusion term. Differentiating the product twice along each coordinate and summing gives

Δ(ψφ) = φΔψ + 2∇ψ·∇φ + ψΔφ.

Next comes the drift term. By continuity ψ is nonzero in a neighbourhood of x, so it cancels from the current there:

f v = ψφ ∇ψ/ψ = φ∇ψ.

The divergence is therefore

div(f v) = ∇ψ·∇φ + φΔψ.

Subtracting this from half the Laplacian removes the mixed gradient terms:

½Δf − div(f v) = ½(ψΔφ − φΔψ).

The branching term contributes

−(E_L − E_T)f = −(V − E_T)ψφ + ½φΔψ,

because (Δψ/(2ψ))·ψφ = ½φΔψ. The terms with Δψ cancel, and the whole right-hand side becomes

ψ [½Δφ − (V − E_T)φ].

On the left, ∂f/∂t = ψ ∂φ/∂t, since ψ is independent of time. Multiplying the equation for φ by ψ(x) thus gives the equation for f, and dividing by ψ(x) leads back.

Three consequences follow. Setting φ = ψ in the drift-diffusion formula gives ½(ψΔψ − ψΔψ) = 0, so the density ψ² is stationary when there is no branching. Multiplying E_L = E by ψ gives −½Δψ + Vψ = Eψ, so the local energy equals E at a point exactly when ψ satisfies the eigenvalue equation there. If it does, and E_T = E, the branching term vanishes at that point.

## Configurations, derivatives and the two fields

In Lean a configuration is a function `Fin n → ℝ`, that is, a list of n real coordinates. For N particles in three dimensions n is 3N, but the theorems hold for every natural number n.

```lean
import Mathlib

open Filter Topology

namespace ImportanceSampling

noncomputable section

variable {n : ℕ}
```

The partial derivative is the Fréchet derivative at `x` applied to the i-th coordinate vector, which is written `Pi.single i 1`.

```lean
/-- The partial derivative of `f` along the `i`-th coordinate at the configuration `x`. -/
def partialD (i : Fin n) (f : (Fin n → ℝ) → ℝ) (x : Fin n → ℝ) : ℝ :=
  fderiv ℝ f x (Pi.single i 1)
```

The Laplacian applies this operation twice along each coordinate and sums. The name `lap` stands for Δ.

```lean
/-- The Laplacian, the sum of the second partial derivatives. -/
def lap (f : (Fin n → ℝ) → ℝ) (x : Fin n → ℝ) : ℝ :=
  ∑ i, partialD i (partialD i f) x
```

A vector field assigns n components to each configuration, and its divergence differentiates each component along its own coordinate.

```lean
/-- The divergence of a vector field on configuration space. -/
def divergence (F : (Fin n → ℝ) → Fin n → ℝ) (x : Fin n → ℝ) : ℝ :=
  ∑ i, partialD i (fun y => F y i) x
```

The drift velocity v and the local energy E_L are definitions, with the same factors as in the derivation above.

```lean
/-- The drift velocity `∇ψ/ψ` of the walkers, meaningful where `ψ` does not vanish. -/
def drift (ψ : (Fin n → ℝ) → ℝ) (x : Fin n → ℝ) (i : Fin n) : ℝ :=
  partialD i ψ x / ψ x

/-- The local energy `V - Δψ/(2ψ)`, meaningful where `ψ` does not vanish. -/
def localEnergy (V ψ : (Fin n → ℝ) → ℝ) (x : Fin n → ℝ) : ℝ :=
  V x - lap ψ x / (2 * ψ x)
```

## The product rule for the Laplacian

In the next three lemmas `f` and `g` are arbitrary functions on configuration space; the letter `f` does not yet mean the product ψφ. The first lemma is the ordinary product rule for ∂ᵢ. It takes Mathlib's product rule for the Fréchet derivative and evaluates it on the coordinate vector.

```lean
variable {f g V ψ : (Fin n → ℝ) → ℝ} {x : Fin n → ℝ}

/-- The product rule for a partial derivative of two functions differentiable at `x`. -/
theorem partialD_mul (i : Fin n) (hf : DifferentiableAt ℝ f x)
    (hg : DifferentiableAt ℝ g x) :
    partialD i (fun y => f y * g y) x = partialD i f x * g x + f x * partialD i g x := by
  have h : HasFDerivAt (fun y => f y * g y) (f x • fderiv ℝ g x + g x • fderiv ℝ f x) x :=
    hf.hasFDerivAt.mul hg.hasFDerivAt
  unfold partialD
  rw [h.fderiv]
  change f x * fderiv ℝ g x (Pi.single i 1) + g x * fderiv ℝ f x (Pi.single i 1) = _
  ring
```

A second differentiation requires the first derivatives to be differentiable. The hypothesis `ContDiffAt ℝ 2 f x` says that `f` is twice continuously differentiable near `x`. Its Fréchet derivative is then once continuously differentiable, and so is each partial derivative, which is that derivative evaluated on a fixed vector.

```lean
/-- The partial derivatives of a function that is C² at `x` are differentiable at `x`. -/
theorem differentiableAt_partialD (i : Fin n) (hf : ContDiffAt ℝ 2 f x) :
    DifferentiableAt ℝ (partialD i f) x := by
  have h : ContDiffAt ℝ 1 (fderiv ℝ f) x := hf.fderiv_right one_add_one_eq_two.le
  exact (h.differentiableAt (by norm_num)).clm_apply (differentiableAt_const _)
```

The formula for Δ(ψφ) can now be proved one coordinate at a time. Equality of two functions at the single point `x` would not allow us to differentiate them again, so the step `near` establishes the first-order product rule throughout a neighbourhood, expressed by `=ᶠ[𝓝 x]`. Functions that agree near `x` have the same derivative at `x`. Applying the product rule to each of the two resulting terms produces the mixed term twice, and summing over the coordinates gives the Laplacian formula.

```lean
/-- The Laplacian of a product of two functions that are C² at `x`:
`Δ(fg) = g Δf + 2 ∇f·∇g + f Δg`. -/
theorem lap_mul (hf : ContDiffAt ℝ 2 f x) (hg : ContDiffAt ℝ 2 g x) :
    lap (fun y => f y * g y) x =
      lap f x * g x + 2 * ∑ i, partialD i f x * partialD i g x + f x * lap g x := by
  have key : ∀ i, partialD i (partialD i (fun y => f y * g y)) x =
      partialD i (partialD i f) x * g x + 2 * (partialD i f x * partialD i g x)
        + f x * partialD i (partialD i g) x := by
    intro i
    -- the first-order product rule holds in a whole neighbourhood of x
    have near : partialD i (fun y => f y * g y) =ᶠ[𝓝 x]
        fun y => partialD i f y * g y + f y * partialD i g y := by
      filter_upwards [hf.eventually (by simp), hg.eventually (by simp)] with y hfy hgy
      exact partialD_mul i (hfy.differentiableAt (by norm_num))
        (hgy.differentiableAt (by norm_num))
    have df : DifferentiableAt ℝ f x := hf.differentiableAt (by norm_num)
    have dg : DifferentiableAt ℝ g x := hg.differentiableAt (by norm_num)
    have df' := differentiableAt_partialD i hf
    have dg' := differentiableAt_partialD i hg
    have h : HasFDerivAt (fun y => partialD i f y * g y + f y * partialD i g y)
        (fderiv ℝ (fun y => partialD i f y * g y) x
          + fderiv ℝ (fun y => f y * partialD i g y) x) x :=
      (df'.mul dg).hasFDerivAt.add (df.mul dg').hasFDerivAt
    have e : partialD i (partialD i (fun y => f y * g y)) x =
        partialD i (fun y => partialD i f y * g y) x
          + partialD i (fun y => f y * partialD i g y) x := by
      change fderiv ℝ (partialD i (fun y => f y * g y)) x (Pi.single i 1) = _
      rw [near.fderiv_eq, h.fderiv]
      rfl
    rw [e, partialD_mul i df' dg, partialD_mul i df dg']
    ring
  simp only [lap, key, Finset.sum_add_distrib, Finset.mul_sum, Finset.sum_mul]
```

## Cancelling the trial function from the current

The field `fun y i => ψ y * φ y * drift ψ y i` is the current f v. In this lemma and the next, `φ` is a function of position only, a snapshot at one time. The step `near` is the cancellation f v = φ∇ψ. Continuity keeps ψ away from zero close to `x`, and `field_simp` removes the quotient there. The product rule then gives the divergence.

```lean
/-- The divergence of the drift current of `f = ψφ` is `∇ψ·∇φ + φ Δψ`, where `ψ` and `φ`
are C² at `x` and `ψ` does not vanish there. -/
theorem divergence_drift {φ : (Fin n → ℝ) → ℝ} (hψ : ContDiffAt ℝ 2 ψ x) (h0 : ψ x ≠ 0)
    (hφ : ContDiffAt ℝ 2 φ x) :
    divergence (fun y i => ψ y * φ y * drift ψ y i) x =
      ∑ i, partialD i ψ x * partialD i φ x + φ x * lap ψ x := by
  have key : ∀ i, partialD i (fun y => ψ y * φ y * drift ψ y i) x =
      partialD i ψ x * partialD i φ x + φ x * partialD i (partialD i ψ) x := by
    intro i
    -- close to x the trial function has no node, and it cancels from the current
    have near : (fun y => ψ y * φ y * drift ψ y i) =ᶠ[𝓝 x]
        fun y => φ y * partialD i ψ y := by
      filter_upwards [hψ.continuousAt.eventually_ne h0] with y hy
      simp only [drift]
      field_simp
    have e : partialD i (fun y => ψ y * φ y * drift ψ y i) x =
        partialD i (fun y => φ y * partialD i ψ y) x := by
      unfold partialD at near ⊢
      rw [near.fderiv_eq]
    rw [e, partialD_mul i (hφ.differentiableAt (by norm_num))
      (differentiableAt_partialD i hψ)]
    ring
  simp only [divergence, lap, key, Finset.sum_add_distrib, Finset.mul_sum]
```

Inserting both formulas and simplifying with `ring` cancels the mixed gradient terms, as in the subtraction done by hand.

```lean
/-- Diffusion and drift together act on `f = ψφ` as `(ψ Δφ - φ Δψ)/2`, where `ψ` and `φ`
are C² at `x` and `ψ` does not vanish there. -/
theorem drift_diffusion {φ : (Fin n → ℝ) → ℝ} (hψ : ContDiffAt ℝ 2 ψ x) (h0 : ψ x ≠ 0)
    (hφ : ContDiffAt ℝ 2 φ x) :
    lap (fun y => ψ y * φ y) x / 2 - divergence (fun y i => ψ y * φ y * drift ψ y i) x =
      (ψ x * lap φ x - φ x * lap ψ x) / 2 := by
  rw [lap_mul hψ hφ, divergence_drift hψ h0 hφ]
  ring
```

## The equivalence at one time and one point

The main theorem restores the time dependence: `φ t` is the function of position at time t, and `fun s => φ s x` is the history of φ at the fixed point x. `HasDerivAt` says that such a history is differentiable at t with the stated derivative, so each side of `↔` is one of the two evolution equations at (t,x). The trial function appears as the constant factor `ψ x` in the history of the product.

Smoothness in space is required of φ only at the time t, and nothing is assumed about the smoothness of V. Because the statement concerns one instant, it can be applied with a different value of `ET` at each time, as happens when a simulation adjusts its reference energy.

The step `rate` shows that the right-hand side for f equals ψ(x) times the right-hand side for φ. Its auxiliary identity `c` is the cancellation of ψ in the local energy. After that, one direction multiplies the derivative by `ψ x` and the other multiplies it by the inverse, which is where `h0`, the condition ψ(x) ≠ 0, is used once more.

```lean
/-- Importance sampling: let `ψ` and `φ(t,·)` be C² at `x`, with `ψ(x) ≠ 0`. Then `φ` obeys
the imaginary-time Schrödinger equation at `(t,x)` if and only if `f = ψφ` obeys there
`∂f/∂t = Δf/2 - div(f ∇ψ/ψ) - (E_L - E_T) f`. -/
theorem importance_sampling {φ : ℝ → (Fin n → ℝ) → ℝ} {t : ℝ} (ET : ℝ)
    (hψ : ContDiffAt ℝ 2 ψ x) (h0 : ψ x ≠ 0) (hφ : ContDiffAt ℝ 2 (φ t) x) :
    HasDerivAt (fun s => φ s x) (lap (φ t) x / 2 - (V x - ET) * φ t x) t ↔
    HasDerivAt (fun s => ψ x * φ s x)
      (lap (fun y => ψ y * φ t y) x / 2
        - divergence (fun y i => ψ y * φ t y * drift ψ y i) x
        - (localEnergy V ψ x - ET) * (ψ x * φ t x)) t := by
  -- the right-hand side is ψ times the Schrödinger rate
  have rate : lap (fun y => ψ y * φ t y) x / 2
      - divergence (fun y i => ψ y * φ t y * drift ψ y i) x
      - (localEnergy V ψ x - ET) * (ψ x * φ t x) =
      ψ x * (lap (φ t) x / 2 - (V x - ET) * φ t x) := by
    have c : lap ψ x / (2 * ψ x) * ψ x = lap ψ x / 2 := by field_simp
    rw [drift_diffusion hψ h0 hφ]
    unfold localEnergy
    linear_combination φ t x * c
  rw [rate]
  constructor
  · intro h
    exact h.const_mul (ψ x)
  · intro h
    have e := h.const_mul (ψ x)⁻¹
    simpa only [inv_mul_cancel_left₀ h0] using e
```

This is the evolution equation on which importance-sampled diffusion Monte Carlo is built, here for a real, time-independent trial function and at points away from its nodes and cusps. What happens at a node, including the boundary condition imposed in fixed-node calculations, lies beyond these hypotheses. The step from the equation to a simulation is to read f as a density of walkers. That reading needs f ≥ 0, and a random process, in practice run with a finite time step, whose density follows the equation.

## Stationary density and exact trial functions

Taking φ = ψ in the drift-diffusion formula gives the stationarity of ψ². The square does not have to be normalised, since the equation is linear in the density. In variational Monte Carlo this identity supports sampling ψ² by drifting and diffusing walkers. The theorem says that the rate of change vanishes at every point where ψ is smooth and nonzero; whether a population converges to ψ² is a separate question.

```lean
/-- The density `ψ²` is stationary under diffusion with drift `∇ψ/ψ`, at every point where
`ψ` is C² and does not vanish. -/
theorem sq_stationary (hψ : ContDiffAt ℝ 2 ψ x) (h0 : ψ x ≠ 0) :
    lap (fun y => ψ y ^ 2) x / 2 - divergence (fun y i => ψ y ^ 2 * drift ψ y i) x = 0 := by
  simp only [sq]
  rw [drift_diffusion hψ h0 hψ]
  ring
```

The next theorem links the local energy to the eigenvalue equation. Both directions are algebra: multiply by ψ(x) to reach the eigenvalue equation, and cancel the nonzero factor ψ(x) to return. No smoothness is assumed, because the proof treats `lap ψ x` simply as a number; the physical reading requires ψ to have the second derivatives that enter the Laplacian.

```lean
/-- Where `ψ` does not vanish, the local energy equals `E` exactly when `ψ` satisfies the
Schrödinger equation `-Δψ/2 + Vψ = Eψ` at that point. -/
theorem localEnergy_eq_iff (E : ℝ) (h0 : ψ x ≠ 0) :
    localEnergy V ψ x = E ↔ -lap ψ x / 2 + V x * ψ x = E * ψ x := by
  have c : lap ψ x / (2 * ψ x) * ψ x = lap ψ x / 2 := by field_simp
  unfold localEnergy
  constructor
  · intro h
    linear_combination ψ x * h + c
  · intro h
    apply mul_right_cancel₀ h0
    linear_combination h - c
```

The last theorem combines the two results. Its hypothesis `hE` says that ψ satisfies the eigenvalue equation at x with energy E, and `h` is the evolution equation for φ with the reference energy set to the same E. The forward direction of the main theorem gives the equation for f, the local energy in it is replaced by E, and the branching coefficient becomes E − E = 0. For branching to be absent throughout a region, ψ must satisfy the eigenvalue equation with this one value of E at every point of the region.

```lean
/-- If `ψ` satisfies the Schrödinger equation with energy `E` at `x`, and `E_T = E`, then
`f = ψφ` obeys a drift-diffusion equation without branching at `(t,x)`. Here `ψ` and `φ(t,·)`
are C² at `x`, `ψ(x) ≠ 0`, and `φ` obeys the imaginary-time Schrödinger equation at `(t,x)`. -/
theorem no_branching {φ : ℝ → (Fin n → ℝ) → ℝ} {t E : ℝ}
    (hψ : ContDiffAt ℝ 2 ψ x) (h0 : ψ x ≠ 0) (hφ : ContDiffAt ℝ 2 (φ t) x)
    (hE : -lap ψ x / 2 + V x * ψ x = E * ψ x)
    (h : HasDerivAt (fun s => φ s x) (lap (φ t) x / 2 - (V x - E) * φ t x) t) :
    HasDerivAt (fun s => ψ x * φ s x)
      (lap (fun y => ψ y * φ t y) x / 2
        - divergence (fun y i => ψ y * φ t y * drift ψ y i) x) t := by
  have e := (importance_sampling E hψ h0 hφ).mp h
  rw [(localEnergy_eq_iff E h0).mpr hE] at e
  exact e.congr_deriv (by ring)

end

end ImportanceSampling
```

```lean
#print axioms ImportanceSampling.importance_sampling
-- 'ImportanceSampling.importance_sampling' depends on axioms: [propext, Classical.choice, Quot.sound]
#print axioms ImportanceSampling.sq_stationary
-- 'ImportanceSampling.sq_stationary' depends on axioms: [propext, Classical.choice, Quot.sound]
#print axioms ImportanceSampling.no_branching
-- 'ImportanceSampling.no_branching' depends on axioms: [propext, Classical.choice, Quot.sound]
```
